# Dual states give the phase gradient of two invertible Berry-phase links

Let the columns of $U$ and $V$ be the cell-periodic parts of $N$ occupied Bloch states at neighbouring k-points, in a common orthonormal basis of size $n$, and let $D$ be a variation of $U$. If $S=U^\dagger V$ is invertible, the dual states $W=VS^{-1}$ satisfy

$$U^\dagger W=1,\qquad \left.\frac{d}{dt}\det\big((U+tD)^\dagger V\big)\right|_{t=0}=\det(S)\,\operatorname{tr}(D^\dagger W)$$

for real $t$, and $W$ is unchanged under $V\to VG$ with $G$ invertible. For fixed neighbours $V_-$ and $V_+$ with invertible links to $U$, the phase of $\det(V_-^\dagger U)\det(U^\dagger V_+)$ changes at the rate $\operatorname{Im}\operatorname{tr}D^\dagger(W_+-W_-)$, where $W_\pm$ are the dual states built from $V_\pm$. Up to a prefactor, this is what one direction of the k-point mesh contributes to the polarisation part of the finite-field energy derivative along $D$ at one k-point, for independent-particle states in a finite basis.

In Lean, the finite types `n` and `N` label basis functions and occupied states. Orthonormality of the states is not assumed.

```lean
import Mathlib

open Matrix

namespace FiniteFieldDualStates

noncomputable section

variable {n N : Type*} [Fintype n] [Fintype N] [DecidableEq N]
```

`overlap U V` is $S$, `dual U V` is $W$, and `links` is the product of the two determinants, with `Vm` and `Vp` for $V_-$ and $V_+$.

```lean
/-- The link matrix `U†V` of overlaps between two sets of occupied states,
stored as the columns of `U` and `V`. -/
def overlap (U V : Matrix n N ℂ) : Matrix N N ℂ := Uᴴ * V

/-- The dual states `W = V (U†V)⁻¹`. -/
def dual (U V : Matrix n N ℂ) : Matrix n N ℂ := V * (overlap U V)⁻¹

/-- The product `det(V₋†U) det(U†V₊)` of the two links that join the states `U`
at one k-point to the states at the previous and the next k-point. -/
def links (Vm U Vp : Matrix n N ℂ) : ℂ := (overlap Vm U).det * (overlap U Vp).det
```

## Invertible link matrix

The hypothesis `IsUnit (overlap U V).det` says that $\det S\neq0$: no combination of the columns of $V$ with coefficients not all zero is orthogonal to every state in $U$. By hand it is used in $U^\dagger W=SS^{-1}=1$, and in the proof it is the argument of `mul_nonsing_inv`.

```lean
/-- If the link matrix `U†V` is invertible, the dual states are biorthogonal to the states `U`. -/
theorem dual_biorthogonal (U V : Matrix n N ℂ) (hS : IsUnit (overlap U V).det) :
    Uᴴ * dual U V = 1 := by
  unfold dual
  rw [← Matrix.mul_assoc]
  exact Matrix.mul_nonsing_inv (overlap U V) hS
```

Without it, no dual states exist in the span of $V$. If $U^\dagger(VX)=1$, then $SX=1$, so the square matrix $S$ is invertible and $X=S^{-1}$. The next theorem therefore assumes only biorthogonality and obtains the inverse from `inv_eq_right_inv`.

```lean
/-- Linear combinations `V X` of the states `V` that are biorthogonal to `U`
are the dual states. -/
theorem dual_unique (U V : Matrix n N ℂ) (X : Matrix N N ℂ)
    (h : Uᴴ * (V * X) = 1) : V * X = dual U V := by
  have hX : overlap U V * X = 1 := by
    unfold overlap
    rw [Matrix.mul_assoc, h]
  unfold dual
  rw [Matrix.inv_eq_right_inv hX]
```

## Invertible mixing of the neighbouring states

The matrix $G$ changes the basis of the occupied space at the neighbouring k-point; `hG` says that no state is lost. By hand,

$$VG(SG)^{-1}=VGG^{-1}S^{-1}=W.$$

The proof reverses the inverse of the product and uses `hG` to cancel $GG^{-1}$. If $G$ is singular, so is $SG$, and the new set has no dual states.

```lean
/-- The dual states do not change when the states `V` are mixed among themselves
by an invertible matrix `G`. -/
theorem dual_gauge_invariant (U V : Matrix n N ℂ) (G : Matrix N N ℂ)
    (hG : IsUnit G.det) : dual U (V * G) = dual U V := by
  have h : overlap U (V * G) = overlap U V * G := (Matrix.mul_assoc _ _ _).symm
  unfold dual
  rw [h, Matrix.mul_inv_rev, Matrix.mul_assoc, ← Matrix.mul_assoc G,
    Matrix.mul_nonsing_inv _ hG, Matrix.one_mul]
```

The theorem does not ask for $S$ to be invertible, because Lean sets the inverse of a singular matrix to zero; the physical content lies in the invertible case.

## Real variation parameter

In the Leibniz expansion of $\det(1+tA)$, every permutation other than the identity moves at least two indices and contributes only at order $t^2$ or higher. The identity gives $\prod_i(1+tA_{ii})$, so

$$\det(1+tA)=1+t\operatorname{tr}A+O(t^2).$$

The proof takes the same expansion from `det_one_add_smul`, with a polynomial as remainder, differentiates it and restricts to real $t$.

```lean
/-- The derivative of `det(1 + tA)` at `t = 0` along the real axis is the trace of `A`. -/
theorem hasDerivAt_det_one_add (A : Matrix N N ℂ) :
    HasDerivAt (fun t : ℝ => (1 + (t : ℂ) • A).det) A.trace 0 := by
  -- the determinant is 1 + t tr A plus t² times a polynomial in t
  have hq := (Matrix.det (1 + (Polynomial.X : Polynomial ℂ) •
    A.map Polynomial.C)).divX.divX.hasDerivAt (0 : ℂ)
  have h := (((hasDerivAt_id' (0 : ℂ)).const_mul A.trace).const_add 1).fun_add
    (hq.fun_mul ((hasDerivAt_id' (0 : ℂ)).fun_pow 2))
  have hc : HasDerivAt (fun z : ℂ => (1 + z • A).det) A.trace ((0 : ℝ) : ℂ) := by
    rw [Complex.ofReal_zero]
    refine (h.congr_deriv ?_).congr_of_eventuallyEq
      (Filter.Eventually.of_forall fun z => ?_)
    · simp
    · exact Matrix.det_one_add_smul z A
  exact hc.comp_ofReal
```

For real $t$, $(U+tD)^\dagger=U^\dagger+tD^\dagger$. Since $D^\dagger WS=D^\dagger V$, which again uses invertibility of $S$,

$$(U+tD)^\dagger V=S+tD^\dagger V=(1+tD^\dagger W)S.$$

Taking determinants and differentiating gives the stated rate. In the proof, `h` is the identity $D^\dagger WS=D^\dagger V$ and `key` the factorisation; `Complex.conj_ofReal` is where reality of $t$ enters. For complex $t$ the adjoint would bring in $\bar t$, and a complex derivative would generally not exist.

```lean
/-- When the states `U` are varied along `D`, the determinant of the link matrix `S = U†V`, if
initially nonzero, starts to change at the rate `det(S) tr(D†W)`, with `W` the dual states. -/
theorem hasDerivAt_det_overlap (U V D : Matrix n N ℂ) (hS : IsUnit (overlap U V).det) :
    HasDerivAt (fun t : ℝ => (overlap (U + (t : ℂ) • D) V).det)
      ((overlap U V).det * (Dᴴ * dual U V).trace) 0 := by
  have h : Dᴴ * dual U V * overlap U V = Dᴴ * V := by
    unfold dual
    rw [Matrix.mul_assoc, Matrix.mul_assoc, Matrix.nonsing_inv_mul _ hS, Matrix.mul_one]
  -- the varied link matrix factors through the unperturbed one
  have key : ∀ t : ℝ, overlap (U + (t : ℂ) • D) V
      = (1 + (t : ℂ) • (Dᴴ * dual U V)) * overlap U V := by
    intro t
    rw [Matrix.add_mul, Matrix.one_mul, Matrix.smul_mul, h]
    unfold overlap
    rw [Matrix.conjTranspose_add, Matrix.conjTranspose_smul, Complex.star_def,
      Complex.conj_ofReal, Matrix.add_mul, Matrix.smul_mul]
  have hd := (hasDerivAt_det_one_add (Dᴴ * dual U V)).mul_const (overlap U V).det
  refine (hd.congr_deriv (mul_comm _ _)).congr_of_eventuallyEq
    (Filter.Eventually.of_forall fun t => ?_)
  change (overlap (U + (t : ℂ) • D) V).det = _
  rw [key t, Matrix.det_mul]
```

## Two non-vanishing links

The hypotheses `hm` and `hp` make both determinants nonzero, so that their product has a phase. If either vanishes, the initial phase is undefined.

Reversing a link conjugates its determinant:

```lean
/-- Reversing a link conjugates its determinant. -/
theorem det_overlap_swap (A B : Matrix n N ℂ) :
    (overlap A B).det = star (overlap B A).det := by
  rw [← Matrix.det_conjTranspose]
  unfold overlap
  rw [Matrix.conjTranspose_mul, Matrix.conjTranspose_conjTranspose]
```

Write $L(t)$ for the link product and $a_\pm=\operatorname{tr}D^\dagger W_\pm$. The product rule gives

$$L'(0)=L(0)(\overline{a_-}+a_+).$$

The ratio $L(t)/L(0)$ equals 1 at $t=0$, away from the branch cut, so its logarithm has derivative $\overline{a_-}+a_+$, with imaginary part $\operatorname{Im}(a_+-a_-)$. In the proof, `hL` combines `hm` and `hp`, `hf` is the product rule, and `hlog` the logarithmic derivative.

```lean
/-- When the states `U` at one k-point are varied along `D`, the phase of the two links that contain
them, measured from its initial value, changes at the rate `Im tr D†(W₊ - W₋)` at the start, with
`W₊` and `W₋` the dual states of the next and previous k-point, provided both link matrices are
invertible. -/
theorem hasDerivAt_berry_phase (Vm U Vp D : Matrix n N ℂ)
    (hm : IsUnit (overlap U Vm).det) (hp : IsUnit (overlap U Vp).det) :
    HasDerivAt
      (fun t : ℝ => Complex.arg (links Vm (U + (t : ℂ) • D) Vp / links Vm U Vp))
      (Dᴴ * (dual U Vp - dual U Vm)).trace.im 0 := by
  have hL : links Vm U Vp ≠ 0 := by
    unfold links
    rw [det_overlap_swap Vm U]
    exact mul_ne_zero (star_ne_zero.mpr hm.ne_zero) hp.ne_zero
  -- product rule for the backward and the forward link
  have hf : HasDerivAt (fun t : ℝ => links Vm (U + (t : ℂ) • D) Vp)
      (links Vm U Vp * (star (Dᴴ * dual U Vm).trace + (Dᴴ * dual U Vp).trace)) 0 := by
    have h := (hasDerivAt_det_overlap U Vm D hm).star.fun_mul
      (hasDerivAt_det_overlap U Vp D hp)
    refine (h.congr_deriv ?_).congr_of_eventuallyEq
      (Filter.Eventually.of_forall fun t => ?_)
    · simp only [links, det_overlap_swap Vm U, Complex.ofReal_zero, zero_smul, add_zero,
        star_mul']
      ring
    · simp only [links, det_overlap_swap Vm (U + (t : ℂ) • D)]
  have h0 : links Vm (U + ((0 : ℝ) : ℂ) • D) Vp / links Vm U Vp = 1 := by
    rw [Complex.ofReal_zero, zero_smul, add_zero, div_self hL]
  have hs : links Vm (U + ((0 : ℝ) : ℂ) • D) Vp / links Vm U Vp ∈ Complex.slitPlane := by
    rw [h0]
    exact Complex.one_mem_slitPlane
  -- the ratio starts at 1, where the logarithm is smooth
  have hlog : HasDerivAt
      (fun t : ℝ => Complex.log (links Vm (U + (t : ℂ) • D) Vp / links Vm U Vp))
      (star (Dᴴ * dual U Vm).trace + (Dᴴ * dual U Vp).trace) 0 := by
    refine ((hf.div_const (links Vm U Vp)).clog_real hs).congr_deriv ?_
    simp only [h0, div_one]
    exact mul_div_cancel_left₀ _ hL
  have him := Complex.imCLM.hasFDerivAt.comp_hasDerivAt (0 : ℝ) hlog
  refine (him.congr_deriv ?_).congr_of_eventuallyEq
    (Filter.Eventually.of_forall fun t => (Complex.log_im _).symm)
  rw [Matrix.mul_sub, Matrix.trace_sub]
  simp only [Complex.imCLM_apply, Complex.add_im, Complex.sub_im, Complex.star_def,
    Complex.conj_im]
  ring
```

## Variation inside the occupied space

If $D=UA$, the variation only mixes or rescales the occupied states. Biorthogonality gives $D^\dagger W_\pm=A^\dagger U^\dagger W_\pm=A^\dagger$, and the difference vanishes. The proof applies `dual_biorthogonal` to each link. For a general $D$ the phase can change at first order.

```lean
/-- A variation `D = U A` that only mixes the occupied states at one k-point leaves the phase of the
two adjoining links stationary, provided both link matrices are invertible. -/
theorem berry_phase_stationary_occupied (Vm U Vp : Matrix n N ℂ) (A : Matrix N N ℂ)
    (hm : IsUnit (overlap U Vm).det) (hp : IsUnit (overlap U Vp).det) :
    HasDerivAt
      (fun t : ℝ => Complex.arg (links Vm (U + (t : ℂ) • (U * A)) Vp / links Vm U Vp))
      0 0 := by
  refine (hasDerivAt_berry_phase Vm U Vp (U * A) hm hp).congr_deriv ?_
  rw [Matrix.conjTranspose_mul, Matrix.mul_assoc, Matrix.mul_sub,
    dual_biorthogonal U Vp hp, dual_biorthogonal U Vm hm, sub_self, Matrix.mul_zero,
    Matrix.trace_zero, Complex.zero_im]

end

end FiniteFieldDualStates
```

```lean
#print axioms FiniteFieldDualStates.dual_unique
-- 'FiniteFieldDualStates.dual_unique' depends on axioms: [propext, Classical.choice, Quot.sound]
#print axioms FiniteFieldDualStates.dual_gauge_invariant
-- 'FiniteFieldDualStates.dual_gauge_invariant' depends on axioms: [propext, Classical.choice, Quot.sound]
#print axioms FiniteFieldDualStates.hasDerivAt_berry_phase
-- 'FiniteFieldDualStates.hasDerivAt_berry_phase' depends on axioms: [propext, Classical.choice, Quot.sound]
#print axioms FiniteFieldDualStates.berry_phase_stationary_occupied
-- 'FiniteFieldDualStates.berry_phase_stationary_occupied' depends on axioms: [propext, Classical.choice, Quot.sound]
```

## One occupied state in a basis of two functions

Take $U=(1,0)^T$, $D=(0,1)^T$ and $V_\pm=(3/5,\pm4i/5)^T$. Both overlaps with $U$ are $3/5$, so $W_\pm=(1,\pm4i/3)^T$ and the predicted phase rate is $4/3-(-4/3)=8/3$. Directly,

$$L(t)=\left(\frac{3+4it}{5}\right)^2,$$

whose phase near $t=0$ is $2\arctan(4t/3)$, with derivative $8/3$ at $t=0$.
